# Level offset and hopping fix the ground-state site weights of a one-electron dimer

Let one electron occupy a dimer with orthonormal site orbitals, real site levels $e_1$ and $e_2$ and hopping element $-t$, where $t>0$. With $D=e_2-e_1$, every normalised ground vector $\psi=(\psi_0,\psi_1)$ satisfies

$$|\psi_0|^2=\frac12\left(1+\frac{D}{\sqrt{D^2+4t^2}}\right).$$

The electron is therefore shared equally exactly when $D=0$. If the levels differ, equal sharing requires a potential step that cancels the offset. The amplitudes are numbered from 0 and the levels from 1, as in the Lean code, so $e_1$ belongs to $\psi_0$.

The question arises for a stretched singlet molecule of two unlike atoms that keeps one valence electron on each atom. In spin-restricted Kohn–Sham theory the two valence electrons occupy one orbital, which must have equal weight on the two atoms to reproduce this density, although their levels differ. The dimer is a non-interacting two-site caricature of that orbital problem. Identifying its matrix with the Kohn–Sham Hamiltonian of a real molecule is a separate step, which the hypotheses below do not supply.

## From the energy to the weight

The energy of a normalised vector is

$$E=e_1|\psi_0|^2+e_2|\psi_1|^2-2t\,\mathrm{Re}(\psi_0^*\psi_1).$$

Define the charge imbalance $p=|\psi_0|^2-|\psi_1|^2$ and the bond order $q=2\,\mathrm{Re}(\psi_0^*\psi_1)$. Normalisation gives $|\psi_0|^2=(1+p)/2$ and $|\psi_1|^2=(1-p)/2$, hence

$$E=\frac{e_1+e_2}{2}-\frac{Dp+2tq}{2}.$$

The two variables are constrained by

$$p^2+q^2=(|\psi_0|^2+|\psi_1|^2)^2-4\,[\mathrm{Im}(\psi_0^*\psi_1)]^2\le 1.$$

Write $R=\sqrt{D^2+4t^2}$, which is positive. Then

$$(Dp+2tq)^2+(Dq-2tp)^2=R^2(p^2+q^2)\le R^2,$$

so $Dp+2tq\le R$ and $E\ge(e_1+e_2-R)/2$.

This bound is attained. Put $c=D/R$ and $s=2t/R$, so that $c^2+s^2=1$, and take $\psi_0=\sqrt{(1+c)/2}$, $\psi_1=\sqrt{(1-c)/2}$. Then $p=c$ and $q=\sqrt{1-c^2}=s$, because $s>0$. It follows that $Dp+2tq=R(c^2+s^2)=R$.

Any other ground vector has the same energy, so it too satisfies $Dp+2tq=R$. Consequently

$$(pR-D)^2+(qR-2t)^2=R^2(p^2+q^2)-2R(Dp+2tq)+R^2\le 0.$$

Both squares vanish, $p=D/R$, and $|\psi_0|^2=(1+p)/2$ is the stated weight.

Three consequences follow.

- **A potential step.** Adding $v$ to the second level replaces $D$ by $D+v$. The weight is $1/2$ exactly when $v=-D$.
- **A prescribed weight.** Let $0<w<1$. If the weight is $w$, then $D/R=2w-1$. From $4t^2/R^2=1-(2w-1)^2=4w(1-w)$ we get $t=R\sqrt{w(1-w)}$, and so $D=t(2w-1)/\sqrt{w(1-w)}$. Conversely, for this $D$ set $k=t/\sqrt{w(1-w)}$. Then $D=k(2w-1)$ and $D^2+4t^2=k^2$, so $D/R=2w-1$ and the weight is $w$.
- **Vanishing hopping.** For fixed $D>0$, $R\to D$ as $t\to0^+$, so the first-site weight tends to 1.

The condition $t>0$ cannot be relaxed to $t\ge0$. At $t=0$ and $e_1=e_2$ every normalised vector has energy $e_1$, so $(1,0)$ is a ground vector with first-site weight 1, although the offset is zero. The quotient $D/R$ is then $0/0$, which Lean evaluates as 0, and the formula would wrongly return $1/2$.

## The dimer and its ground vectors in Lean

The Hamiltonian is a complex $2\times2$ matrix with real parameters. The hopping stands for the tunnelling amplitude between the sites, and its sign favours the in-phase, bonding combination.

```lean
import Mathlib

open Matrix Filter Topology

namespace StretchedDimerSharing

noncomputable section

/-- The one-electron dimer Hamiltonian with site levels `e₁`, `e₂` and hopping element `-t`. -/
def dimer (e₁ e₂ t : ℝ) : Matrix (Fin 2) (Fin 2) ℂ :=
  !![(e₁ : ℂ), -(t : ℂ); -(t : ℂ), (e₂ : ℂ)]
```

The energy is the expectation value $\psi^\dagger H\psi$. Taking the real part makes it a real number and loses nothing for the Hermitian `dimer`.

```lean
/-- The real part of the expectation value of `H` in the state `ψ`. -/
def energy (H : Matrix (Fin 2) (Fin 2) ℂ) (ψ : Fin 2 → ℂ) : ℝ :=
  (star ψ ⬝ᵥ (H *ᵥ ψ)).re
```

Normalisation is written out through the moduli of the two amplitudes.

```lean
/-- The two site weights add up to one electron. -/
def Normalized (ψ : Fin 2 → ℂ) : Prop := ‖ψ 0‖ ^ 2 + ‖ψ 1‖ ^ 2 = 1
```

A ground vector is defined variationally, by comparison with all normalised complex vectors. No eigenvalue equation and no choice of phase is assumed.

```lean
/-- A ground vector is a normalised state of least energy among all normalised states. -/
def IsGround (H : Matrix (Fin 2) (Fin 2) ℂ) (ψ : Fin 2 → ℂ) : Prop :=
  Normalized ψ ∧ ∀ φ, Normalized φ → energy H ψ ≤ energy H φ
```

The next two definitions are $p$ and $q$. For one electron, `bondOrder` is twice the usual Coulson bond order; it has the value that a doubly occupied orbital would give.

```lean
/-- The charge imbalance: weight on the first site minus weight on the second. -/
def imbalance (ψ : Fin 2 → ℂ) : ℝ := ‖ψ 0‖ ^ 2 - ‖ψ 1‖ ^ 2

/-- The bond order: twice the real part of the coherence between the sites. -/
def bondOrder (ψ : Fin 2 → ℂ) : ℝ := 2 * (star (ψ 0) * ψ 1).re
```

## The energy bound

In `energy_eq`, the intermediate statement `hE` expands the matrix product into site energies and hopping energy. The final `linear_combination` uses normalisation to replace the site weights by the imbalance.

```lean
/-- The energy of a normalised state is fixed by its charge imbalance and its bond order. -/
theorem energy_eq (e₁ e₂ t : ℝ) {ψ : Fin 2 → ℂ} (hψ : Normalized ψ) :
    energy (dimer e₁ e₂ t) ψ =
      (e₁ + e₂) / 2 - ((e₂ - e₁) * imbalance ψ + 2 * t * bondOrder ψ) / 2 := by
  have hE : energy (dimer e₁ e₂ t) ψ =
      e₁ * ‖ψ 0‖ ^ 2 + e₂ * ‖ψ 1‖ ^ 2 - t * bondOrder ψ := by
    simp [energy, dimer, bondOrder, Matrix.mulVec, dotProduct, Fin.sum_univ_two,
      Complex.sq_norm, Complex.normSq_apply]
    ring
  unfold Normalized at hψ
  unfold imbalance
  linear_combination hE + (e₁ + e₂) / 2 * hψ
```

The identity `key` is the formula for $p^2+q^2$, with $\mathrm{Im}(\psi_0^*\psi_1)$ written in real and imaginary parts. Dropping the subtracted square leaves the inequality.

```lean
/-- For a normalised state the squares of charge imbalance and bond order add up to at most
one. -/
theorem imbalance_sq_add_bondOrder_sq_le {ψ : Fin 2 → ℂ} (hψ : Normalized ψ) :
    imbalance ψ ^ 2 + bondOrder ψ ^ 2 ≤ 1 := by
  have key : imbalance ψ ^ 2 + bondOrder ψ ^ 2 = (‖ψ 0‖ ^ 2 + ‖ψ 1‖ ^ 2) ^ 2
      - 4 * ((ψ 0).re * (ψ 1).im - (ψ 0).im * (ψ 1).re) ^ 2 := by
    simp only [imbalance, bondOrder, Complex.sq_norm, Complex.normSq_apply, Complex.star_def,
      Complex.mul_re, Complex.conj_re, Complex.conj_im]
    ring
  unfold Normalized at hψ
  rw [key, hψ]
  nlinarith [sq_nonneg ((ψ 0).re * (ψ 1).im - (ψ 0).im * (ψ 1).re)]
```

The lower bound holds for every real $t$. The first term given to `nlinarith` is the square $(Dq-2tp)^2$ from the derivation, and `Real.abs_le_sqrt` then takes the root.

```lean
/-- No normalised state has an energy below `(e₁ + e₂ - √((e₂ - e₁)² + 4t²)) / 2`. -/
theorem energy_lower_bound (e₁ e₂ t : ℝ) {ψ : Fin 2 → ℂ} (hψ : Normalized ψ) :
    (e₁ + e₂ - √((e₂ - e₁) ^ 2 + 4 * t ^ 2)) / 2 ≤ energy (dimer e₁ e₂ t) ψ := by
  have hb := imbalance_sq_add_bondOrder_sq_le hψ
  rw [energy_eq e₁ e₂ t hψ]
  -- Cauchy-Schwarz in the plane of imbalance and bond order
  have h : ((e₂ - e₁) * imbalance ψ + 2 * t * bondOrder ψ) ^ 2
      ≤ (e₂ - e₁) ^ 2 + 4 * t ^ 2 := by
    have h0 : 0 ≤ (e₂ - e₁) ^ 2 + 4 * t ^ 2 := by positivity
    nlinarith [sq_nonneg ((e₂ - e₁) * bondOrder ψ - 2 * t * imbalance ψ),
      mul_le_mul_of_nonneg_left hb h0]
  have h' := le_trans (le_abs_self _) (Real.abs_le_sqrt h)
  linarith
```

## A vector that attains the bound

The explicit vector has the amplitudes $\sqrt{(1\pm c)/2}$. Its name is justified by the next theorem, for positive hopping.

```lean
/-- An explicit state with real, non-negative amplitudes, for `t ≠ 0` or `e₁ ≠ e₂`. -/
def groundVector (e₁ e₂ t : ℝ) : Fin 2 → ℂ :=
  ![((√((1 + (e₂ - e₁) / √((e₂ - e₁) ^ 2 + 4 * t ^ 2)) / 2) : ℝ) : ℂ),
    ((√((1 - (e₂ - e₁) / √((e₂ - e₁) ^ 2 + 4 * t ^ 2)) / 2) : ℝ) : ℂ)]
```

The proof introduces $R$, $c$ and $s$ as above. It computes the two site weights (`n0`, `n1`), then the imbalance $c$ (`hI`) and the bond order $s$ (`hB`); the last of these uses $s>0$ when the root of $(s/2)^2$ is taken. Inserting them into `energy_eq` gives the lower bound as the energy, so no normalised vector lies below this one.

```lean
/-- For `t > 0` the explicit state is a ground vector, and its energy is
`(e₁ + e₂ - √((e₂ - e₁)² + 4t²)) / 2`. -/
theorem groundVector_isGround (e₁ e₂ : ℝ) {t : ℝ} (ht : 0 < t) :
    IsGround (dimer e₁ e₂ t) (groundVector e₁ e₂ t) ∧
      energy (dimer e₁ e₂ t) (groundVector e₁ e₂ t) =
        (e₁ + e₂ - √((e₂ - e₁) ^ 2 + 4 * t ^ 2)) / 2 := by
  obtain ⟨R, hR⟩ : ∃ R, R = √((e₂ - e₁) ^ 2 + 4 * t ^ 2) := ⟨_, rfl⟩
  have hR2 : R ^ 2 = (e₂ - e₁) ^ 2 + 4 * t ^ 2 := by
    rw [hR]; exact Real.sq_sqrt (by positivity)
  have hRpos : 0 < R := by rw [hR]; exact Real.sqrt_pos.mpr (by positivity)
  -- c = (e₂ - e₁) / R and s = 2t / R will satisfy c² + s² = 1
  obtain ⟨c, hc⟩ : ∃ c, c = (e₂ - e₁) / R := ⟨_, rfl⟩
  obtain ⟨s, hs⟩ : ∃ s, s = 2 * t / R := ⟨_, rfl⟩
  have hcR : c * R = e₂ - e₁ := by rw [hc]; exact div_mul_cancel₀ _ hRpos.ne'
  have hsR : s * R = 2 * t := by rw [hs]; exact div_mul_cancel₀ _ hRpos.ne'
  have hs0 : 0 < s := by rw [hs]; positivity
  have hcs : c ^ 2 + s ^ 2 = 1 := by
    apply mul_right_cancel₀ (pow_ne_zero 2 hRpos.ne')
    linear_combination (c * R + (e₂ - e₁)) * hcR + (s * R + 2 * t) * hsR - hR2
  have hp : 0 ≤ (1 + c) / 2 := by nlinarith [sq_nonneg s]
  have hm : 0 ≤ (1 - c) / 2 := by nlinarith [sq_nonneg s]
  have h0 : groundVector e₁ e₂ t 0 = ((√((1 + c) / 2) : ℝ) : ℂ) := by
    rw [hc, hR]; rfl
  have h1 : groundVector e₁ e₂ t 1 = ((√((1 - c) / 2) : ℝ) : ℂ) := by
    rw [hc, hR]; rfl
  have n0 : ‖groundVector e₁ e₂ t 0‖ ^ 2 = (1 + c) / 2 := by
    rw [h0, Complex.norm_real, Real.norm_eq_abs, sq_abs, Real.sq_sqrt hp]
  have n1 : ‖groundVector e₁ e₂ t 1‖ ^ 2 = (1 - c) / 2 := by
    rw [h1, Complex.norm_real, Real.norm_eq_abs, sq_abs, Real.sq_sqrt hm]
  have hN : Normalized (groundVector e₁ e₂ t) := by
    unfold Normalized
    rw [n0, n1]; ring
  have hI : imbalance (groundVector e₁ e₂ t) = c := by
    unfold imbalance
    rw [n0, n1]; ring
  have hB : bondOrder (groundVector e₁ e₂ t) = s := by
    have hab : √((1 + c) / 2) * √((1 - c) / 2) = s / 2 := by
      rw [← Real.sqrt_mul hp,
        show (1 + c) / 2 * ((1 - c) / 2) = (s / 2) ^ 2 by linear_combination -(1 / 4) * hcs]
      exact Real.sqrt_sq (by positivity)
    unfold bondOrder
    rw [h0, h1, Complex.star_def, Complex.conj_ofReal, ← Complex.ofReal_mul,
      Complex.ofReal_re, hab]
    ring
  have hE : energy (dimer e₁ e₂ t) (groundVector e₁ e₂ t) =
      (e₁ + e₂ - √((e₂ - e₁) ^ 2 + 4 * t ^ 2)) / 2 := by
    rw [energy_eq e₁ e₂ t hN, hI, hB, ← hR]
    linear_combination (c / 2) * hcR + (s / 2) * hsR - (R / 2) * hcs
  exact ⟨⟨hN, fun φ hφ => hE ▸ energy_lower_bound e₁ e₂ t hφ⟩, hE⟩
```

## The weight of every ground vector

The theorem `ground_weight` applies to any vector satisfying `IsGround`. Comparison with the explicit vector gives `hge`, the inequality $R\le Dp+2tq$. The step `hsq` bounds $(pR-D)^2$ by zero, with $(qR-2t)^2$ supplied as the other non-negative square. The imbalance follows, and normalisation converts it to the weight.

```lean
/-- For `t > 0` every ground vector of the dimer has first-site weight
`(1 + D / √(D² + 4t²)) / 2`, where `D = e₂ - e₁` is the level offset. -/
theorem ground_weight {e₁ e₂ t : ℝ} (ht : 0 < t) {ψ : Fin 2 → ℂ}
    (hψ : IsGround (dimer e₁ e₂ t) ψ) :
    ‖ψ 0‖ ^ 2 = (1 + (e₂ - e₁) / √((e₂ - e₁) ^ 2 + 4 * t ^ 2)) / 2 := by
  obtain ⟨hg, hgE⟩ := groundVector_isGround e₁ e₂ ht
  have hle := hψ.2 _ hg.1
  rw [hgE, energy_eq e₁ e₂ t hψ.1] at hle
  have hb := imbalance_sq_add_bondOrder_sq_le hψ.1
  have hR2 : √((e₂ - e₁) ^ 2 + 4 * t ^ 2) ^ 2 = (e₂ - e₁) ^ 2 + 4 * t ^ 2 :=
    Real.sq_sqrt (by positivity)
  have hRpos : 0 < √((e₂ - e₁) ^ 2 + 4 * t ^ 2) := Real.sqrt_pos.mpr (by positivity)
  generalize √((e₂ - e₁) ^ 2 + 4 * t ^ 2) = R at *
  have hge : R ≤ (e₂ - e₁) * imbalance ψ + 2 * t * bondOrder ψ := by linarith
  -- equality in Cauchy-Schwarz fixes the imbalance
  have hsq : (imbalance ψ * R - (e₂ - e₁)) ^ 2 ≤ 0 := by
    nlinarith [sq_nonneg (bondOrder ψ * R - 2 * t),
      mul_le_mul_of_nonneg_left hb (sq_nonneg R), mul_le_mul_of_nonneg_left hge hRpos.le]
  have hz : imbalance ψ * R - (e₂ - e₁) = 0 :=
    pow_eq_zero_iff (two_ne_zero) |>.mp (le_antisymm hsq (sq_nonneg _))
  have hp : imbalance ψ = (e₂ - e₁) / R := by
    rw [eq_div_iff hRpos.ne']; linarith
  have hn := hψ.1
  unfold Normalized at hn
  unfold imbalance at hp
  linarith
```

## Potential step, prescribed weight and vanishing hopping

In `equal_sharing_iff` the vector is a ground vector of the dimer with the step already included, its second level being `e₂ + v`. The weight is $1/2$ only if the quotient in the formula vanishes, and since its denominator is positive, the numerator must be zero. Setting $v=0$ recovers the criterion $D=0$. The step is a parameter here; no density functional produces it.

```lean
/-- With a potential step `v` added on the second site and `t > 0`, a ground vector shares the
electron equally exactly when the step cancels the level offset. -/
theorem equal_sharing_iff {e₁ e₂ v t : ℝ} (ht : 0 < t) {ψ : Fin 2 → ℂ}
    (hψ : IsGround (dimer e₁ (e₂ + v) t) ψ) :
    ‖ψ 0‖ ^ 2 = 1 / 2 ↔ v = -(e₂ - e₁) := by
  rw [ground_weight ht hψ]
  have hRpos : 0 < √((e₂ + v - e₁) ^ 2 + 4 * t ^ 2) := Real.sqrt_pos.mpr (by positivity)
  constructor
  · intro h
    have h0 : (e₂ + v - e₁) / √((e₂ + v - e₁) ^ 2 + 4 * t ^ 2) = 0 := by linarith
    have h1 := (div_eq_zero_iff.mp h0).resolve_right hRpos.ne'
    linarith
  · intro h
    have h0 : e₂ + v - e₁ = 0 := by linarith
    rw [h0, zero_div, add_zero]
```

The inversion requires $w$ strictly between 0 and 1. In the forward direction `hsq` shows $t^2=(Rs)^2$, where `s` now denotes $\sqrt{w(1-w)}$ and no longer $2t/R$. Both $t$ and $Rs$ are non-negative, so they are equal. The reverse direction uses the same $k$ as the derivation.

```lean
/-- For `t > 0` and a target weight `w` strictly between 0 and 1, a ground vector has first-site
weight `w` exactly when the level offset is `t (2w - 1) / √(w (1 - w))`. -/
theorem offset_for_weight {e₁ e₂ t w : ℝ} (ht : 0 < t) (hw0 : 0 < w) (hw1 : w < 1)
    {ψ : Fin 2 → ℂ} (hψ : IsGround (dimer e₁ e₂ t) ψ) :
    ‖ψ 0‖ ^ 2 = w ↔ e₂ - e₁ = t * (2 * w - 1) / √(w * (1 - w)) := by
  rw [ground_weight ht hψ]
  have hw : 0 < w * (1 - w) := mul_pos hw0 (by linarith)
  have hs2 : √(w * (1 - w)) ^ 2 = w * (1 - w) := Real.sq_sqrt hw.le
  have hs : 0 < √(w * (1 - w)) := Real.sqrt_pos.mpr hw
  generalize √(w * (1 - w)) = s at *
  generalize e₂ - e₁ = D at *
  constructor
  · intro h
    have hR2 : √(D ^ 2 + 4 * t ^ 2) ^ 2 = D ^ 2 + 4 * t ^ 2 := Real.sq_sqrt (by positivity)
    have hRpos : 0 < √(D ^ 2 + 4 * t ^ 2) := Real.sqrt_pos.mpr (by positivity)
    generalize √(D ^ 2 + 4 * t ^ 2) = R at *
    have hq : D / R = 2 * w - 1 := by linarith
    have hD : D = (2 * w - 1) * R := (div_eq_iff hRpos.ne').mp hq
    have hsq : t ^ 2 = (R * s) ^ 2 := by
      linear_combination -(1 / 4) * hR2 - (1 / 4) * (D + R * (2 * w - 1)) * hD - R ^ 2 * hs2
    have hts : t = R * s := (sq_eq_sq₀ ht.le (by positivity)).mp hsq
    rw [eq_div_iff hs.ne']
    linear_combination s * hD - (2 * w - 1) * hts
  · intro h
    obtain ⟨k, hk⟩ : ∃ k, k = t / s := ⟨_, rfl⟩
    have hkpos : 0 < k := by rw [hk]; positivity
    have hts : t = k * s := by rw [hk]; exact (div_mul_cancel₀ _ hs.ne').symm
    have hD : D = k * (2 * w - 1) := by rw [h, hk]; ring
    have hsq : D ^ 2 + 4 * t ^ 2 = k ^ 2 := by
      linear_combination (D + k * (2 * w - 1)) * hD + 4 * (t + k * s) * hts + 4 * k ^ 2 * hs2
    rw [hsq, Real.sqrt_sq hkpos.le, hD, mul_div_cancel_left₀ _ hkpos.ne']
    ring
```

The limit concerns a family that assigns a ground vector to each positive hopping. The family need not be continuous in $t$, since the weight formula determines $|\psi_0|^2$ whatever the phases. The proof shows that the formula tends to 1 at $t=0$ and then transfers this limit to the weights for $t>0$. Stretching enters only as $t\to0^+$ at fixed levels; the model contains no bond length. With equal levels the weight would instead stay at $1/2$ for every positive $t$. By the theorem, and by exchanging the sites for a negative offset, any fixed non-zero offset, however small, localises the electron on the lower site in this limit.

```lean
/-- If the first level lies below the second, the first-site weight of the ground vectors tends
to one as the hopping `t > 0` tends to zero at fixed levels. -/
theorem stretched_limit {e₁ e₂ : ℝ} (he : e₁ < e₂) (ψ : ℝ → Fin 2 → ℂ)
    (hψ : ∀ t, 0 < t → IsGround (dimer e₁ e₂ t) (ψ t)) :
    Tendsto (fun t => ‖ψ t 0‖ ^ 2) (𝓝[>] 0) (𝓝 1) := by
  have hD : 0 < e₂ - e₁ := sub_pos.mpr he
  have hv : √((e₂ - e₁) ^ 2 + 4 * (0 : ℝ) ^ 2) = e₂ - e₁ := by
    rw [show (e₂ - e₁) ^ 2 + 4 * (0 : ℝ) ^ 2 = (e₂ - e₁) ^ 2 by ring]
    exact Real.sqrt_sq hD.le
  have hc : Continuous (fun t : ℝ => √((e₂ - e₁) ^ 2 + 4 * t ^ 2)) := by fun_prop
  have hR : Tendsto (fun t : ℝ => √((e₂ - e₁) ^ 2 + 4 * t ^ 2)) (𝓝 0) (𝓝 (e₂ - e₁)) := by
    have h := hc.tendsto 0
    rwa [hv] at h
  -- the weight formula is continuous at zero hopping, with value one
  have hf : Tendsto (fun t : ℝ => (1 + (e₂ - e₁) / √((e₂ - e₁) ^ 2 + 4 * t ^ 2)) / 2)
      (𝓝 0) (𝓝 1) := by
    have h := ((tendsto_const_nhds (x := (1 : ℝ))).add
      ((tendsto_const_nhds (x := e₂ - e₁)).div hR hD.ne')).div_const 2
    rw [div_self hD.ne', show ((1 : ℝ) + 1) / 2 = 1 by norm_num] at h
    exact h
  refine (hf.mono_left nhdsWithin_le_nhds).congr' ?_
  filter_upwards [self_mem_nhdsWithin] with t ht
  exact (ground_weight ht (hψ t ht)).symm

end

end StretchedDimerSharing
```

```lean
#print axioms StretchedDimerSharing.ground_weight
#print axioms StretchedDimerSharing.equal_sharing_iff
#print axioms StretchedDimerSharing.offset_for_weight
#print axioms StretchedDimerSharing.stretched_limit
```

```
'StretchedDimerSharing.ground_weight' depends on axioms: [propext, Classical.choice, Quot.sound]
'StretchedDimerSharing.equal_sharing_iff' depends on axioms: [propext, Classical.choice, Quot.sound]
'StretchedDimerSharing.offset_for_weight' depends on axioms: [propext, Classical.choice, Quot.sound]
'StretchedDimerSharing.stretched_limit' depends on axioms: [propext, Classical.choice, Quot.sound]
```
